# A climbing image with a fixed tangent converges when its field is Lipschitz and strongly monotone and the step is short enough

The highest image of my elastic band is climbing towards a transition state. The force component along the band is reversed, so the image moves uphill along the tangent and downhill in the directions orthogonal to it. With short steps it settles; with longer ones it jumps back and forth. For a minimisation I would argue that the energy falls at every step, but here it may rise or fall, and the reversed force need not be the gradient of anything. What makes the iteration converge, how long may the step be, and is the end point really a saddle?

## Each step shortens distances, whatever the energy does

The quantity to follow is the distance between geometries. Let $U$ be the energy, $g=\nabla U$, $t$ a fixed unit tangent and $R=I-2tt^T$. The climbing field is $F=Rg$, the climbing force is $-F$, and one update is $x\mapsto x-sF(x)$ with step length $s>0$. Suppose that for all $x,y$

$$\|g(x)-g(y)\|\le L\|x-y\|,\qquad \langle F(x)-F(y),x-y\rangle\ge m\|x-y\|^2 .$$

The constant $L$ limits the stiffness of the surface. For a twice continuously differentiable energy, the second condition says that everywhere the curvature along $t$ is at most $-m$ and the curvature in every direction orthogonal to $t$ is at least $m$. If $m>0$ and $s<2m/L^2$, the iterates converge from every start to the only critical point.

**The reflection keeps lengths.** Since $\|t\|=1$,

$$\|Rv\|^2=\|v\|^2-4\langle t,v\rangle^2+4\langle t,v\rangle^2=\|v\|^2 .$$

Hence $F(x)=0$ exactly when $g(x)=0$. As $R$ is linear, also $\|F(x)-F(y)\|=\|g(x)-g(y)\|$, so $F$ and $g$ have the same Lipschitz constants.

**One step contracts.** Write $d=x-y$ and $D=F(x)-F(y)$. After one step the difference is $d-sD$, and

$$\|d-sD\|^2=\|d\|^2-2s\langle D,d\rangle+s^2\|D\|^2\le(1-2sm+s^2L^2)\|d\|^2 .$$

Distances therefore shrink by at least the factor $\rho=\sqrt{1-2sm+s^2L^2}$. It is below 1 because $s(sL^2-2m)<0$.

**The limit is the critical point.** By Banach's theorem the update has exactly one fixed point $x_*$. Being fixed means $sF(x_*)=0$, hence $g(x_*)=0$. Applying the contraction $k$ times gives $\|x_k-x_*\|\le\rho^k\|x_0-x_*\|$, which tends to zero.

**The energy has the shape of a saddle there.** Compare $x_*+qv$ with $x_*$ for $0<q<1$. Since $F(x_*)=0$, monotonicity gives, after division by $q$,

$$\langle F(x_*+qv),v\rangle\ge mq\|v\|^2 .$$

If $v\perp t$, the left side equals $\langle g(x_*+qv),v\rangle$, the slope of $U$ along the segment. Integration over $q$ from 0 to 1 gives $U(x_*+v)\ge U(x_*)+\tfrac m2\|v\|^2$. If $v=rt$, the reflection changes the sign of the slope, and $U(x_*+rt)\le U(x_*)-\tfrac m2r^2$. In one dimension there is no orthogonal direction, and the point is a maximum.

**The longer step that jumps.** Take $U(x)=\tfrac12\|x\|^2-\langle t,x\rangle^2$. Its gradient is $Rx$, so $F(x)=RRx=x$ and $m=L=1$. At $s=2m/L^2=2$ the update is $x\mapsto-x$, and every start except the critical point itself oscillates forever.

## A tangent 45° off the unstable mode

Positive $m$ matters. In the plane take $U=x_1x_2$, whose only critical point is a saddle at the origin, and $t=(1,0)$. The unstable direction is $(1,-1)/\sqrt2$. Then $g=(x_2,x_1)$ and $F=(-x_2,x_1)$, so $L=1$ and $\langle F(x)-F(y),x-y\rangle=0$. Each step multiplies the distance from the origin by $\sqrt{1+s^2}$, and from any other start the image spirals outwards for every $s>0$. Monotonicity with $m=0$ is thus too weak for convergence, even with a Lipschitz gradient and a single saddle.

## The same claims in Lean

The space `V` is a real inner product space, complete where limits or gradients are needed; $\mathbb R^n$ with its Euclidean norm is the case in use. `reflect t` is $R$, `climbField g t` is $F$, `climbStep g t s` is the update and `climbRate m L s` is $\rho$. The point $x_*$ is called `xs`.

The main theorem, `climbing_image_converges`, assumes `‖t‖ = 1`, the two inequalities above, `0 < s` and `s * L ^ 2 < 2 * m`. The last condition is the step bound without a division, and it already forces $m>0$. The conclusion is that the rate is below 1 and that there is a point `xs` which is the only zero of `g`; from every `x₀` the error bound holds for each `k` and the iterates tend to `xs`. Here `g` may be any vector field. The energy enters in `critical_point_is_saddle`, through `HasGradientAt U (g x) x` at every `x`, and that theorem gives the two quadratic energy bounds.

Both inequalities are required on the whole space. A molecular surface will satisfy them at best near a transition state, and only after overall translations and rotations, which cost no energy, have been removed. A real band also differs from this model in its tangent: here `t` is frozen, whereas a band calculation re-estimates it from the neighbouring images as they move. Its optimiser may also use momentum or a varying step instead of the plain update studied here. For transition-state searches on electronic-structure energies, the result thus gives a step bound and a linear rate for the idealised case of a fixed tangent and globally valid curvature bounds.

```lean
import Mathlib

open Filter Topology
open scoped InnerProductSpace

namespace ClimbingImageConvergence

noncomputable section

variable {V : Type*} [NormedAddCommGroup V] [InnerProductSpace ℝ V]

/-- The map `I - 2 t tᵀ`, which for a unit vector `t` reverses the component along `t`. -/
def reflect (t v : V) : V := v - (2 * ⟪t, v⟫_ℝ) • t

/-- The climbing-image field `F = (I - 2 t tᵀ) g`; the climbing force is `-F`. -/
def climbField (g : V → V) (t x : V) : V := reflect t (g x)

/-- One climbing-image update `x ↦ x - s F(x)` with step length `s`. -/
def climbStep (g : V → V) (t : V) (s : ℝ) (x : V) : V := x - s • climbField g t x

/-- The quantity `√(1 - 2 s m + s² L²)`, used below as an upper bound on the error factor per step.
-/
def climbRate (m L s : ℝ) : ℝ := √(1 - 2 * s * m + s ^ 2 * L ^ 2)

variable {g : V → V} {t : V} {m L s : ℝ}

/-- Reversing the component along a unit vector preserves the length of a vector. -/
theorem norm_reflect (ht : ‖t‖ = 1) (v : V) : ‖reflect t v‖ = ‖v‖ := by
  have h : ‖reflect t v‖ ^ 2 = ‖v‖ ^ 2 := by
    unfold reflect
    rw [norm_sub_sq_real, real_inner_smul_right, norm_smul, ht, real_inner_comm t v,
      mul_one, Real.norm_eq_abs, sq_abs]
    ring
  exact (sq_eq_sq₀ (norm_nonneg _) (norm_nonneg _)).1 h

/-- For a unit vector `t`, the climbing field vanishes exactly where the gradient does. -/
theorem climbField_eq_zero_iff (ht : ‖t‖ = 1) (x : V) :
    climbField g t x = 0 ↔ g x = 0 := by
  unfold climbField
  rw [← norm_eq_zero (a := reflect t (g x)), norm_reflect ht, norm_eq_zero]

/-- For a unit vector `t`, the climbing field and the gradient differ by equal amounts between
two geometries, so they have the same Lipschitz constants. -/
theorem norm_climbField_sub (ht : ‖t‖ = 1) (x y : V) :
    ‖climbField g t x - climbField g t y‖ = ‖g x - g y‖ := by
  have h : climbField g t x - climbField g t y = reflect t (g x - g y) := by
    simp only [climbField, reflect, inner_sub_right]
    module
  rw [h, norm_reflect ht]

/-- If `t` is a unit vector, the gradient is `L`-Lipschitz and the climbing field is strongly
monotone with constant `m`, one step with `s ≥ 0` scales distances by at most `climbRate m L s`. -/
theorem climbStep_contracts (ht : ‖t‖ = 1)
    (hL : ∀ x y, ‖g x - g y‖ ≤ L * ‖x - y‖)
    (hm : ∀ x y, m * ‖x - y‖ ^ 2 ≤ ⟪climbField g t x - climbField g t y, x - y⟫_ℝ)
    (hs : 0 ≤ s) (x y : V) :
    ‖climbStep g t s x - climbStep g t s y‖ ≤ climbRate m L s * ‖x - y‖ := by
  have e : climbStep g t s x - climbStep g t s y
      = (x - y) - s • (climbField g t x - climbField g t y) := by
    simp only [climbStep]
    module
  have hF : ‖climbField g t x - climbField g t y‖ ^ 2 ≤ L ^ 2 * ‖x - y‖ ^ 2 := by
    rw [norm_climbField_sub ht, ← mul_pow]
    exact pow_le_pow_left₀ (norm_nonneg _) (hL x y) 2
  -- expand the square and insert both bounds
  have h2 : ‖climbStep g t s x - climbStep g t s y‖ ^ 2
      ≤ ‖x - y‖ ^ 2 * (1 - 2 * s * m + s ^ 2 * L ^ 2) := by
    rw [e, norm_sub_sq_real, real_inner_smul_right, norm_smul, mul_pow, Real.norm_eq_abs,
      sq_abs, real_inner_comm (climbField g t x - climbField g t y) (x - y)]
    nlinarith [mul_le_mul_of_nonneg_left (hm x y) hs,
      mul_le_mul_of_nonneg_left hF (sq_nonneg s)]
  calc ‖climbStep g t s x - climbStep g t s y‖
      = √(‖climbStep g t s x - climbStep g t s y‖ ^ 2) := (Real.sqrt_sq (norm_nonneg _)).symm
    _ ≤ √(‖x - y‖ ^ 2 * (1 - 2 * s * m + s ^ 2 * L ^ 2)) := Real.sqrt_le_sqrt h2
    _ = climbRate m L s * ‖x - y‖ := by
      rw [Real.sqrt_mul (sq_nonneg _), Real.sqrt_sq (norm_nonneg _), mul_comm, climbRate]

/-- Let the space be complete, `t` a unit vector, the gradient `L`-Lipschitz and the climbing field
strongly monotone with constant `m`. For `s > 0` with `s L² < 2 m` there is exactly one critical
point, and the climbing iterates converge to it from every start. After `k` steps the error is at
most `climbRate m L s ^ k` times the initial one, and `climbRate m L s < 1`. -/
theorem climbing_image_converges [CompleteSpace V] (ht : ‖t‖ = 1)
    (hL : ∀ x y, ‖g x - g y‖ ≤ L * ‖x - y‖)
    (hm : ∀ x y, m * ‖x - y‖ ^ 2 ≤ ⟪climbField g t x - climbField g t y, x - y⟫_ℝ)
    (hs : 0 < s) (hsL : s * L ^ 2 < 2 * m) :
    climbRate m L s < 1 ∧ ∃ xs : V, (∀ x, g x = 0 ↔ x = xs) ∧ ∀ x₀ : V,
      (∀ k : ℕ, ‖(climbStep g t s)^[k] x₀ - xs‖ ≤ climbRate m L s ^ k * ‖x₀ - xs‖) ∧
      Tendsto (fun k : ℕ => (climbStep g t s)^[k] x₀) atTop (𝓝 xs) := by
  have h0 : 0 ≤ climbRate m L s := Real.sqrt_nonneg _
  have hr : climbRate m L s < 1 := by
    unfold climbRate
    rw [Real.sqrt_lt' one_pos]
    nlinarith [mul_pos hs (sub_pos.2 hsL)]
  have hstep := climbStep_contracts ht hL hm hs.le
  have hc : ContractingWith (Real.toNNReal (climbRate m L s)) (climbStep g t s) := by
    refine ⟨?_, LipschitzWith.of_dist_le_mul fun x y => ?_⟩
    · rw [← NNReal.coe_lt_coe, Real.coe_toNNReal _ h0, NNReal.coe_one]
      exact hr
    · rw [dist_eq_norm, dist_eq_norm, Real.coe_toNNReal _ h0]
      exact hstep x y
  -- fixed points of the update are the critical points
  have hfix : ∀ y, climbStep g t s y = y ↔ g y = 0 := by
    intro y
    rw [climbStep, sub_eq_self, smul_eq_zero, climbField_eq_zero_iff ht]
    simp [hs.ne']
  obtain ⟨xs, hx⟩ : ∃ xs, climbStep g t s xs = xs := ⟨_, hc.fixedPoint_isFixedPt⟩
  refine ⟨hr, xs, fun x => ⟨fun h => ?_, fun h => ?_⟩, fun x₀ => ?_⟩
  · exact hc.fixedPoint_unique' ((hfix x).2 h) hx
  · rw [h]
    exact (hfix xs).1 hx
  have hk : ∀ k : ℕ,
      ‖(climbStep g t s)^[k] x₀ - xs‖ ≤ climbRate m L s ^ k * ‖x₀ - xs‖ := by
    intro k
    induction k with
    | zero => simp
    | succ k ih =>
      rw [Function.iterate_succ_apply']
      have h1 := hstep ((climbStep g t s)^[k] x₀) xs
      rw [hx] at h1
      calc _ ≤ _ := h1
        _ ≤ climbRate m L s * (climbRate m L s ^ k * ‖x₀ - xs‖) :=
          mul_le_mul_of_nonneg_left ih h0
        _ = _ := by ring
  have hlim := (tendsto_pow_atTop_nhds_zero_of_lt_one h0 hr).mul_const ‖x₀ - xs‖
  rw [zero_mul] at hlim
  exact ⟨hk, tendsto_iff_norm_sub_tendsto_zero.2
    (squeeze_zero (fun _ => norm_nonneg _) hk hlim)⟩

/-- If the slope of the energy along the segment from `x` to `x + v` is at least `c r` at
fraction `r`, the energy rises by at least `c / 2` over the segment. -/
theorem energy_rise [CompleteSpace V] {U : V → ℝ} (hU : ∀ x, HasGradientAt U (g x) x)
    (x v : V) (c : ℝ) (h : ∀ r : ℝ, 0 < r → r < 1 → c * r ≤ ⟪g (x + r • v), v⟫_ℝ) :
    U x + c / 2 ≤ U (x + v) := by
  have hd : ∀ r : ℝ, HasDerivAt (fun r : ℝ => U (x + r • v) - c / 2 * (r * r))
      (⟪g (x + r • v), v⟫_ℝ - c * r) r := by
    intro r
    have h1 : HasDerivAt (fun r : ℝ => x + r • v) v r := by
      simpa using ((hasDerivAt_id' r).smul_const v).const_add x
    have h2 : HasDerivAt (fun r : ℝ => U (x + r • v)) ⟪g (x + r • v), v⟫_ℝ r :=
      ((hU (x + r • v)).hasFDerivAt.comp_hasDerivAt r h1).congr_deriv (by simp)
    have h3 := ((hasDerivAt_id' r).fun_mul (hasDerivAt_id' r)).const_mul (c / 2)
    exact (h2.fun_sub h3).congr_deriv (by ring)
  have mono := monotoneOn_of_deriv_nonneg (convex_Icc (0 : ℝ) 1)
    (fun r _ => (hd r).continuousAt.continuousWithinAt)
    (fun r _ => (hd r).differentiableAt.differentiableWithinAt)
    (fun r hr => by
      rw [interior_Icc] at hr
      rw [(hd r).deriv]
      linarith [h r hr.1 hr.2])
  have h01 := mono (Set.left_mem_Icc.2 zero_le_one) (Set.right_mem_Icc.2 zero_le_one)
    zero_le_one
  simp only [zero_smul, one_smul, add_zero, mul_zero, mul_one, sub_zero] at h01
  linarith

/-- Let `t` be a unit vector and the climbing field of the energy `U` strongly monotone with
constant `m`. From a critical point, `U` falls by at least `m r² / 2` on a displacement `r t`
and rises by at least `m ‖v‖² / 2` on a displacement `v` orthogonal to `t`. -/
theorem critical_point_is_saddle [CompleteSpace V] {U : V → ℝ}
    (hU : ∀ x, HasGradientAt U (g x) x) (ht : ‖t‖ = 1)
    (hm : ∀ x y, m * ‖x - y‖ ^ 2 ≤ ⟪climbField g t x - climbField g t y, x - y⟫_ℝ)
    {xs : V} (hx : g xs = 0) :
    (∀ r : ℝ, U (xs + r • t) ≤ U xs - m * r ^ 2 / 2) ∧
      ∀ v : V, ⟪t, v⟫_ℝ = 0 → U xs + m * ‖v‖ ^ 2 / 2 ≤ U (xs + v) := by
  -- monotonicity between the critical point and a point on the ray along v
  have key : ∀ (v : V) (q : ℝ), 0 < q →
      m * ‖v‖ ^ 2 * q ≤ ⟪climbField g t (xs + q • v), v⟫_ℝ := by
    intro v q hq
    have h := hm (xs + q • v) xs
    rw [(climbField_eq_zero_iff ht xs).2 hx, sub_zero, add_sub_cancel_left, norm_smul,
      real_inner_smul_right, mul_pow, Real.norm_eq_abs, sq_abs] at h
    refine le_of_mul_le_mul_left ?_ hq
    nlinarith [h]
  constructor
  · intro r
    have hN : ∀ x, HasGradientAt (fun x => -U x) (-g x) x := by
      intro x
      rw [hasGradientAt_iff_hasFDerivAt, map_neg]
      exact (hU x).hasFDerivAt.neg
    have h : -U xs + m * r ^ 2 / 2 ≤ -U (xs + r • t) := by
      refine energy_rise (U := fun x => -U x) (g := fun x => -g x) hN xs (r • t)
        (m * r ^ 2) fun q hq _ => ?_
      have hk := key (r • t) q hq
      have e : ∀ y, ⟪climbField g t y, r • t⟫_ℝ = ⟪-g y, r • t⟫_ℝ := by
        intro y
        simp only [climbField, reflect, inner_sub_left, real_inner_smul_left,
          real_inner_smul_right, inner_neg_left, real_inner_self_eq_norm_sq, ht]
        rw [real_inner_comm t (g y)]
        ring
      have n : ‖r • t‖ ^ 2 = r ^ 2 := by
        rw [norm_smul, ht, mul_one, Real.norm_eq_abs, sq_abs]
      rw [e, n] at hk
      exact hk
    linarith
  · intro v hv
    refine energy_rise hU xs v (m * ‖v‖ ^ 2) fun q hq _ => ?_
    have hk := key v q hq
    simp only [climbField, reflect, inner_sub_left, real_inner_smul_left, hv, mul_zero,
      sub_zero] at hk
    exact hk

/-- The quadratic model energy `‖x‖² / 2 - ⟨t, x⟩²`. -/
def modelEnergy (t x : V) : ℝ := 1 / 2 * ‖x‖ ^ 2 - ⟪t, x⟫_ℝ * ⟪t, x⟫_ℝ

/-- Reversing the component along a unit vector twice restores the vector. -/
theorem reflect_reflect (ht : ‖t‖ = 1) (v : V) : reflect t (reflect t v) = v := by
  have h : ⟪t, reflect t v⟫_ℝ = -⟪t, v⟫_ℝ := by
    simp only [reflect, inner_sub_right, real_inner_smul_right, real_inner_self_eq_norm_sq, ht]
    ring
  have e : reflect t (reflect t v) = reflect t v - (2 * ⟪t, reflect t v⟫_ℝ) • t := rfl
  rw [e, h]
  unfold reflect
  module

/-- For a unit vector `t`, the model energy has gradient `(I - 2 t tᵀ) x`, which is Lipschitz
with `L = 1`, and its climbing field is strongly monotone with `m = 1`. -/
theorem modelEnergy_witness [CompleteSpace V] (ht : ‖t‖ = 1) :
    (∀ x, HasGradientAt (modelEnergy t) (reflect t x) x) ∧
    (∀ x y, ‖reflect t x - reflect t y‖ ≤ 1 * ‖x - y‖) ∧
    ∀ x y, 1 * ‖x - y‖ ^ 2
      ≤ ⟪climbField (reflect t) t x - climbField (reflect t) t y, x - y⟫_ℝ := by
  refine ⟨fun x => ?_, fun x y => ?_, fun x y => ?_⟩
  · rw [hasGradientAt_iff_hasFDerivAt]
    have h1 := (hasStrictFDerivAt_norm_sq x).hasFDerivAt.const_mul (1 / 2 : ℝ)
    have h2 : HasFDerivAt (fun y : V => ⟪t, y⟫_ℝ) (innerSL ℝ t) x :=
      (innerSL ℝ t).hasFDerivAt
    refine (h1.sub (h2.mul h2)).congr_fderiv ?_
    ext v
    simp [reflect]
    ring
  · have h := norm_climbField_sub (g := reflect t) ht x y
    simp only [climbField, reflect_reflect ht] at h
    rw [one_mul, h]
  · simp only [climbField, reflect_reflect ht, real_inner_self_eq_norm_sq, one_mul, le_refl]

/-- For the model energy with unit vector `t`, where `m = L = 1`, the step `s = 2 m / L² = 2`
sends every `x` to `-x`. -/
theorem step_bound_sharp (ht : ‖t‖ = 1) (x : V) : climbStep (reflect t) t 2 x = -x := by
  rw [climbStep, climbField, reflect_reflect ht]
  module

end

end ClimbingImageConvergence
```

```lean
#print axioms ClimbingImageConvergence.climbing_image_converges
#print axioms ClimbingImageConvergence.critical_point_is_saddle
#print axioms ClimbingImageConvergence.step_bound_sharp
```

```
'ClimbingImageConvergence.climbing_image_converges' depends on axioms: [propext, Classical.choice, Quot.sound]
'ClimbingImageConvergence.critical_point_is_saddle' depends on axioms: [propext, Classical.choice, Quot.sound]
'ClimbingImageConvergence.step_bound_sharp' depends on axioms: [propext, Classical.choice, Quot.sound]
```

## From the contraction to the saddle, lemma by lemma

`norm_reflect` is the length computation. `climbField_eq_zero_iff` and `norm_climbField_sub` draw its two consequences, the shared zeros and the shared Lipschitz constants.

In `climbStep_contracts`, `e` writes the new difference as $d-sD$ and `hF` is the squared Lipschitz bound. For `h2`, `norm_sub_sq_real` expands the square, and `nlinarith` inserts the monotonicity bound multiplied by $s$ and the Lipschitz bound multiplied by $s^2$. The closing `calc` takes square roots.

In `climbing_image_converges`, `hr` proves $\rho<1$, and `hc` packages the contraction as `ContractingWith`, the form in which Mathlib states Banach's theorem. `hfix` identifies fixed points of the update with zeros of `g`. The error bound `hk` is an induction on `k`, and `squeeze_zero` turns it into convergence.

`energy_rise` replaces the integration by a monotonicity argument. If the slope at fraction $r$ of a segment is at least $cr$, then $U(x+rv)-\tfrac c2r^2$ has a nonnegative derivative, so its value at $r=1$ is no smaller than at $r=0$. In `critical_point_is_saddle`, `key` is the monotonicity inequality after division by $q$. The orthogonal case applies `energy_rise` to $U$, and the case along `t` applies it to $-U$, which accounts for the reversed sign.

Finally, `reflect_reflect` shows $RR=I$. With it, `modelEnergy_witness` checks the gradient and both constants of the quadratic example, and `step_bound_sharp` computes its update at $s=2$.
